# Averaging overlap powers over a finite orthogonal group gives a positive semidefinite kernel

Take the group $\{I,-I\}$ and two real feature vectors $a,b$ with overlap $s=\langle a,b\rangle$. The mean of the $n$-th powers of the two overlaps $s$ and $-s$ is zero for odd $n$ and $s^n$ for even $n$. The larger overlap is $|s|$, so for even $n\ge 2$ the $n$-th root of the mean is exactly the best match. For $n=2$, positivity is visible in components: for vectors $x_i$ and real coefficients $c_i$,

$$\sum_{i,j}c_ic_j\langle x_i,x_j\rangle^2=\sum_{k,l}\Big(\sum_i c_i x_{ik}x_{il}\Big)^2\ge 0 .$$

## From one overlap to the whole group

Let each atomic structure be represented by a vector in a real feature space $E$. Let a finite group $G$ act on $E$ by orthogonal maps, and define

$$K_n(a,b)=\frac1{|G|}\sum_{g\in G}\langle a,gb\rangle^n,\qquad M(a,b)=\max_{g\in G}\langle a,gb\rangle .$$

If $E$ is finite-dimensional, $K_n$ has a positive semidefinite matrix on every finite family of structures. Start with the form $Q_n(c)=\sum_{i,j}c_ic_j\langle y_i,y_j\rangle^n$ for any vectors $y_i$. For $n=0$ it is $(\sum_i c_i)^2$. Expanding one factor in an orthonormal basis $e_k$ gives

$$Q_{n+1}(c)=\sum_k Q_n(c^{(k)}),\qquad c_i^{(k)}=c_i\langle y_i,e_k\rangle ,$$

so $Q_n\ge0$ for all $n$ by induction.

Orthogonality gives $\langle ga,hb\rangle=\langle a,g^{-1}hb\rangle$. At fixed $g$, the element $g^{-1}h$ runs once through $G$ as $h$ does. Hence

$$K_n(a,b)=\frac1{|G|^2}\sum_{g,h}\langle ga,hb\rangle^n .$$

This shows that $K_n$ is symmetric, and it turns the quadratic form of $K_n$ into

$$\sum_{i,j}c_ic_jK_n(x_i,x_j)=\frac1{|G|^2}\sum_{(i,g),(j,h)}c_ic_j\langle gx_i,hx_j\rangle^n\ge0,$$

which is $Q_n$ on all transformed copies. Relabelling $g\mapsto gk$ shows that replacing $b$ by $kb$ changes nothing; symmetry gives the same for $a$.

Now suppose that some $z\in G$ acts as $-I$. Relabelling $g\mapsto zg$ gives $K_n=-K_n=0$ for odd $n$. The overlaps come in pairs of opposite sign, so $|\langle a,gb\rangle|\le M$ and $M\ge0$. For even $n$ every term is non-negative and at most $M^n$, and one term equals $M^n$. Therefore

$$\frac{M^n}{|G|}\le K_n\le M^n,\qquad |G|^{-1/n}M\le K_n^{1/n}\le M\quad(n\ge2),$$

and $K_n^{1/n}\to M$ along even $n$.

The same positivity argument covers $\sum_n w_nK_n$ for finitely many weights $w_n\ge0$. By contrast, $M$ can fail to be positive semidefinite: for $\{I,-I\}$ and plane unit vectors at $0°,45°,90°,135°$, the vector $(1,-1,1,-1)$ is an eigenvector with eigenvalue $1-\sqrt2$. This paragraph rests on the algebra given here, not on the code below.

Gaussian-process regression for interatomic potentials requires positive semidefinite covariance matrices, which $K_n$ supplies for finite symmetry groups and finite feature vectors; averaging over all continuous rotations would need an integral.

## The kernels and the action in Lean

`E` is a real inner product space and `G` a finite group. Finite dimension is assumed only in the positivity theorems.

```lean
import Mathlib

open scoped InnerProductSpace Topology
open Filter

namespace AveragedVersusBestMatch

noncomputable section

variable {E : Type*} [NormedAddCommGroup E] [InnerProductSpace ℝ E]
variable {G : Type*} [Group G] [Fintype G]
```

The homomorphism `ρ` sends each group element to a linear isometric equivalence, so `ρ g b` is $gb$. Feature vectors are not normalised.

```lean
/-- The averaged kernel of order `n`: the mean over the group of the `n`-th power of the
overlap between `a` and the transformed copy of `b`. -/
def averagedKernel (ρ : G →* (E ≃ₗᵢ[ℝ] E)) (n : ℕ) (a b : E) : ℝ :=
  (∑ g, ⟪a, ρ g b⟫_ℝ ^ n) / (Fintype.card G : ℝ)
```

The maximum is taken over a non-empty set, since the group contains `1`.

```lean
/-- The best-match kernel: the largest overlap between `a` and any transformed copy of `b`. -/
def bestMatch (ρ : G →* (E ≃ₗᵢ[ℝ] E)) (a b : E) : ℝ :=
  Finset.univ.sup' ⟨1, Finset.mem_univ 1⟩ (fun g => ⟪a, ρ g b⟫_ℝ)
```

The opening example uses `ℤˣ`, whose elements are $1$ and $-1$.

```lean
/-- The two-element group `{I, -I}` acting on the feature space. -/
def inversionAction : ℤˣ →* (E ≃ₗᵢ[ℝ] E) where
  toFun u := if u = 1 then 1 else LinearIsometryEquiv.neg ℝ
  map_one' := by simp
  map_mul' u v := by
    have h : (-1 : ℤˣ) ≠ 1 := by decide
    rcases Int.units_eq_one_or u with rfl | rfl <;>
      rcases Int.units_eq_one_or v with rfl | rfl <;> ext x <;> simp [h]
```

## Positivity and invariance

The induction generalises over `c` because each step changes the coefficients. `key` is the basis expansion of $Q_{n+1}$.

```lean
/-- Every natural power of the inner product on a finite-dimensional feature space has a
non-negative quadratic form. -/
theorem power_kernel_nonneg [FiniteDimensional ℝ E] {ι : Type*} [Fintype ι]
    (y : ι → E) (n : ℕ) (c : ι → ℝ) :
    0 ≤ ∑ i, ∑ j, c i * c j * ⟪y i, y j⟫_ℝ ^ n := by
  induction n generalizing c with
  | zero =>
    simp only [pow_zero, mul_one]
    rw [← Finset.sum_mul_sum]
    exact mul_self_nonneg _
  | succ n ih =>
    let e := stdOrthonormalBasis ℝ E
    -- expand one factor in an orthonormal basis and absorb it into the coefficients
    have key : ∑ i, ∑ j, c i * c j * ⟪y i, y j⟫_ℝ ^ (n + 1) =
        ∑ k, ∑ i, ∑ j, (c i * ⟪y i, e k⟫_ℝ) * (c j * ⟪y j, e k⟫_ℝ) * ⟪y i, y j⟫_ℝ ^ n := by
      symm
      refine Finset.sum_comm.trans (Finset.sum_congr rfl fun i _ => ?_)
      refine Finset.sum_comm.trans (Finset.sum_congr rfl fun j _ => ?_)
      rw [pow_succ, ← mul_assoc]
      conv_rhs => rw [← e.sum_inner_mul_inner (y i) (y j)]
      rw [e.sum_inner_mul_inner (y i) (y j)]
      have h := e.sum_inner_mul_inner (y i) (y j)
      calc _ = c i * c j * ⟪y i, y j⟫_ℝ ^ n * ∑ k, ⟪y i, e k⟫_ℝ * ⟪e k, y j⟫_ℝ := by
            rw [Finset.mul_sum]
            refine Finset.sum_congr rfl fun k _ => ?_
            rw [real_inner_comm (y j) (e k)]
            ring
        _ = _ := by rw [h]
    rw [key]
    exact Finset.sum_nonneg fun k _ => ih fun i => c i * ⟪y i, e k⟫_ℝ
```

Here `Equiv.mulLeft g` performs the relabelling $h=gk$, and `inner_map_map` removes the common $g$.

```lean
/-- Averaging over transformations of one structure equals averaging over independent
transformations of both. -/
theorem averagedKernel_eq_double (ρ : G →* (E ≃ₗᵢ[ℝ] E)) (n : ℕ) (a b : E) :
    averagedKernel ρ n a b =
      (∑ g, ∑ h, ⟪ρ g a, ρ h b⟫_ℝ ^ n) / (Fintype.card G : ℝ) ^ 2 := by
  have inner_sum : ∀ g, ∑ h, ⟪ρ g a, ρ h b⟫_ℝ ^ n = ∑ k, ⟪a, ρ k b⟫_ℝ ^ n := by
    intro g
    symm
    refine Fintype.sum_equiv (Equiv.mulLeft g) _ _ fun k => ?_
    have h : ρ (g * k) b = ρ g (ρ k b) := by rw [map_mul]; rfl
    rw [Equiv.coe_mulLeft, h, LinearIsometryEquiv.inner_map_map]
  have hN : (Fintype.card G : ℝ) ≠ 0 := Nat.cast_ne_zero.mpr Fintype.card_ne_zero
  simp only [inner_sum, Finset.sum_const, Finset.card_univ, nsmul_eq_mul, averagedKernel]
  field_simp
```

Symmetry follows by exchanging the two sums.

```lean
/-- The averaged kernel is symmetric in the two structures. -/
theorem averagedKernel_comm (ρ : G →* (E ≃ₗᵢ[ℝ] E)) (n : ℕ) (a b : E) :
    averagedKernel ρ n a b = averagedKernel ρ n b a := by
  rw [averagedKernel_eq_double, averagedKernel_eq_double, Finset.sum_comm]
  congr 1
  refine Finset.sum_congr rfl fun g _ => Finset.sum_congr rfl fun h _ => ?_
  rw [real_inner_comm]
```

Invariance holds for independent elements `g` and `h`; `key` treats the second argument.

```lean
/-- The averaged kernel is unchanged when the two structures are transformed independently
by elements of the group. -/
theorem averagedKernel_invariant (ρ : G →* (E ≃ₗᵢ[ℝ] E)) (n : ℕ) (g h : G) (a b : E) :
    averagedKernel ρ n (ρ g a) (ρ h b) = averagedKernel ρ n a b := by
  have key : ∀ (k : G) (u v : E), averagedKernel ρ n u (ρ k v) = averagedKernel ρ n u v := by
    intro k u v
    unfold averagedKernel
    congr 1
    refine Fintype.sum_equiv (Equiv.mulRight k) _ _ fun l => ?_
    have hl : ρ (l * k) v = ρ l (ρ k v) := by rw [map_mul]; rfl
    rw [Equiv.coe_mulRight, hl]
  rw [key, averagedKernel_comm, key, averagedKernel_comm]
```

`PosSemidef` includes symmetry of the matrix as well as the sign of its quadratic form. The equation `hq` rewrites that form as a sum over pairs in `ι × G`, where `power_kernel_nonneg` applies.

```lean
/-- For a finite group of orthogonal maps on a finite-dimensional feature space, the averaged
kernel of any natural order has a positive semidefinite matrix on every finite family of
structures. -/
theorem averagedKernel_posSemidef [FiniteDimensional ℝ E] {ι : Type*} [Fintype ι]
    (ρ : G →* (E ≃ₗᵢ[ℝ] E)) (n : ℕ) (x : ι → E) :
    (Matrix.of fun i j => averagedKernel ρ n (x i) (x j)).PosSemidef := by
  refine Matrix.PosSemidef.of_dotProduct_mulVec_nonneg ?_ fun c => ?_
  · ext i j
    simp only [Matrix.conjTranspose_apply, Matrix.of_apply, star_trivial]
    exact averagedKernel_comm ρ n _ _
  · -- the quadratic form is a power-kernel form on all transformed copies
    have hq : star c ⬝ᵥ (Matrix.of fun i j => averagedKernel ρ n (x i) (x j)).mulVec c =
        (∑ p : ι × G, ∑ q : ι × G,
          c p.1 * c q.1 * ⟪ρ p.2 (x p.1), ρ q.2 (x q.1)⟫_ℝ ^ n) /
            (Fintype.card G : ℝ) ^ 2 := by
      simp only [dotProduct, Matrix.mulVec, Matrix.of_apply, Pi.star_apply, star_trivial,
        averagedKernel_eq_double, Fintype.sum_prod_type, Finset.sum_div, Finset.mul_sum,
        Finset.sum_mul]
      refine Finset.sum_congr rfl fun i _ => Finset.sum_comm.trans ?_
      refine Finset.sum_congr rfl fun g _ => Finset.sum_congr rfl fun j _ =>
        Finset.sum_congr rfl fun h _ => ?_
      ring
    rw [hq]
    exact div_nonneg (power_kernel_nonneg (fun p : ι × G => ρ p.2 (x p.1)) n fun p => c p.1)
      (sq_nonneg _)
```

## Inversion and the best-match limit

The hypothesis `hz` says that `z` acts as spatial inversion does on a feature vector that is odd under it. Features unchanged by inversion do not satisfy it, unless they vanish.

```lean
/-- If some group element acts as `-I` on the feature space, the averaged kernel of odd order
vanishes. -/
theorem averagedKernel_odd (ρ : G →* (E ≃ₗᵢ[ℝ] E)) {z : G} (hz : ∀ v, ρ z v = -v)
    {n : ℕ} (hn : Odd n) (a b : E) : averagedKernel ρ n a b = 0 := by
  have h : ∑ g, -(⟪a, ρ g b⟫_ℝ ^ n) = ∑ g, ⟪a, ρ g b⟫_ℝ ^ n := by
    refine Fintype.sum_equiv (Equiv.mulLeft z) _ _ fun g => ?_
    have hg : ρ (z * g) b = ρ z (ρ g b) := by rw [map_mul]; rfl
    rw [Equiv.coe_mulLeft, hg, hz, inner_neg_right, hn.neg_pow]
  rw [Finset.sum_neg_distrib] at h
  have h0 : ∑ g, ⟪a, ρ g b⟫_ℝ ^ n = 0 := by linarith
  rw [averagedKernel, h0, zero_div]
```

`habs` bounds the absolute overlaps. A maximising element then gives the lower bound, and termwise comparison the upper one.

```lean
/-- If some group element acts as `-I` on the feature space, the best match is non-negative and the
averaged kernel of even order `n` lies between the `n`-th power of the (non-negative) best match
divided by the group order and that power. -/
theorem averagedKernel_bounds (ρ : G →* (E ≃ₗᵢ[ℝ] E)) {z : G} (hz : ∀ v, ρ z v = -v)
    {n : ℕ} (hn : Even n) (a b : E) :
    0 ≤ bestMatch ρ a b ∧
      bestMatch ρ a b ^ n / (Fintype.card G : ℝ) ≤ averagedKernel ρ n a b ∧
      averagedKernel ρ n a b ≤ bestMatch ρ a b ^ n := by
  have hle : ∀ g, ⟪a, ρ g b⟫_ℝ ≤ bestMatch ρ a b := fun g =>
    Finset.le_sup' (fun g => ⟪a, ρ g b⟫_ℝ) (Finset.mem_univ g)
  -- inversion turns the bound on overlaps into a bound on their absolute values
  have habs : ∀ g, |⟪a, ρ g b⟫_ℝ| ≤ bestMatch ρ a b := by
    intro g
    have hg : ρ (z * g) b = ρ z (ρ g b) := by rw [map_mul]; rfl
    have h := hle (z * g)
    rw [hg, hz, inner_neg_right] at h
    exact abs_le'.2 ⟨hle g, h⟩
  have hN : (0 : ℝ) < Fintype.card G := Nat.cast_pos.mpr Fintype.card_pos
  refine ⟨(abs_nonneg _).trans (habs 1), ?_, ?_⟩
  · obtain ⟨g, _, hg⟩ := Finset.exists_mem_eq_sup' (⟨1, Finset.mem_univ 1⟩ :
      (Finset.univ : Finset G).Nonempty) (fun g => ⟪a, ρ g b⟫_ℝ)
    have hg' : bestMatch ρ a b = ⟪a, ρ g b⟫_ℝ := hg
    rw [hg', averagedKernel]
    refine div_le_div_of_nonneg_right ?_ hN.le
    exact Finset.single_le_sum (f := fun g => ⟪a, ρ g b⟫_ℝ ^ n)
      (fun k _ => hn.pow_nonneg _) (Finset.mem_univ g)
  · rw [averagedKernel, div_le_iff₀ hN]
    calc ∑ g, ⟪a, ρ g b⟫_ℝ ^ n ≤ ∑ _g : G, bestMatch ρ a b ^ n := by
          refine Finset.sum_le_sum fun g _ => ?_
          rw [← hn.pow_abs]
          exact pow_le_pow_left₀ (abs_nonneg _) (habs g) n
      _ = bestMatch ρ a b ^ n * (Fintype.card G : ℝ) := by
          rw [Finset.sum_const, Finset.card_univ, nsmul_eq_mul, mul_comm]
```

The index $n=2(m+1)$ starts at 2, which avoids a zeroth root. `hroot` shows that $|G|^{-1/n}M\to M$, and the squeeze theorem finishes the proof.

```lean
/-- If some group element acts as `-I` on the feature space, the `n`-th root of the averaged kernel
of order `n` tends to the best-match kernel as `n` grows through the even numbers. -/
theorem averagedKernel_root_tendsto (ρ : G →* (E ≃ₗᵢ[ℝ] E)) {z : G}
    (hz : ∀ v, ρ z v = -v) (a b : E) :
    Tendsto (fun m : ℕ => averagedKernel ρ (2 * (m + 1)) a b ^ (((2 * (m + 1) : ℕ) : ℝ)⁻¹))
      atTop (𝓝 (bestMatch ρ a b)) := by
  have hN : (0 : ℝ) < Fintype.card G := Nat.cast_pos.mpr Fintype.card_pos
  have hB := fun m : ℕ => averagedKernel_bounds ρ hz (even_two_mul (m + 1)) a b
  have hM := (hB 0).1
  have hidx : Tendsto (fun m : ℕ => 2 * (m + 1)) atTop atTop :=
    tendsto_atTop_mono (fun m => by simp only [id]; omega) tendsto_id
  have hexp : Tendsto (fun m : ℕ => (((2 * (m + 1) : ℕ) : ℝ)⁻¹)) atTop (𝓝 0) :=
    tendsto_inv_atTop_zero.comp (tendsto_natCast_atTop_atTop.comp hidx)
  -- the root of the group order tends to one
  have hroot : Tendsto (fun m : ℕ => bestMatch ρ a b *
      ((Fintype.card G : ℝ)⁻¹) ^ (((2 * (m + 1) : ℕ) : ℝ)⁻¹)) atTop
      (𝓝 (bestMatch ρ a b)) := by
    have h := ((Real.continuousAt_const_rpow (b := 0) (inv_pos.mpr hN).ne').tendsto.comp
      hexp).const_mul (bestMatch ρ a b)
    rw [Real.rpow_zero, mul_one] at h
    exact h
  refine tendsto_of_tendsto_of_tendsto_of_le_of_le hroot tendsto_const_nhds
    (fun m => ?_) (fun m => ?_)
  · have h := Real.rpow_le_rpow (div_nonneg (pow_nonneg hM _) hN.le) (hB m).2.1
      (inv_nonneg.mpr (Nat.cast_nonneg (2 * (m + 1))))
    rw [div_eq_mul_inv, Real.mul_rpow (pow_nonneg hM _) (inv_pos.mpr hN).le,
      Real.pow_rpow_inv_natCast hM (by omega)] at h
    exact h
  · have h := Real.rpow_le_rpow
      ((div_nonneg (pow_nonneg hM _) hN.le).trans (hB m).2.1) (hB m).2.2
      (inv_nonneg.mpr (Nat.cast_nonneg (2 * (m + 1))))
    rw [Real.pow_rpow_inv_natCast hM (by omega)] at h
    exact h
```

The last theorem supplies `hz` for the two-element group, with `z` equal to `-1`.

```lean
/-- Under `inversionAction` the element `-1` of `ℤˣ` sends every feature vector `v` to `-v`. -/
theorem inversionAction_witness (v : E) :
    (inversionAction : ℤˣ →* (E ≃ₗᵢ[ℝ] E)) (-1) v = -v := by
  have h : (-1 : ℤˣ) ≠ 1 := by decide
  simp [inversionAction, h]

end

end AveragedVersusBestMatch
```

```lean
#print axioms AveragedVersusBestMatch.averagedKernel_invariant
#print axioms AveragedVersusBestMatch.averagedKernel_posSemidef
#print axioms AveragedVersusBestMatch.averagedKernel_odd
#print axioms AveragedVersusBestMatch.averagedKernel_root_tendsto
```

```
'AveragedVersusBestMatch.averagedKernel_invariant' depends on axioms: [propext, Classical.choice, Quot.sound]
'AveragedVersusBestMatch.averagedKernel_posSemidef' depends on axioms: [propext, Classical.choice, Quot.sound]
'AveragedVersusBestMatch.averagedKernel_odd' depends on axioms: [propext, Classical.choice, Quot.sound]
'AveragedVersusBestMatch.averagedKernel_root_tendsto' depends on axioms: [propext, Classical.choice, Quot.sound]
```
